# The vibrational character of octahedral SF₆ is A₁g + E_g + T₂g + 2T₁u + T₂u

A sulfur hexafluoride molecule has seven atoms and therefore 21 displacement coordinates. Three combinations translate the molecule and three rotate it, which leaves 15 vibrations. How does the octahedral symmetry sort these 15 into degenerate sets? In the harmonic approximation the answer limits the molecule to at most six distinct vibrational frequencies, whatever the values of the force constants, provided they respect the octahedral symmetry and the six fluorine masses are equal.

## Counting unmoved atoms

Put sulfur at the origin and the fluorines at $\pm e_0,\pm e_1,\pm e_2$, in units of the bond length. A symmetry operation $g$ permutes the axes and may reverse them: $g e_j = s_j e_{\sigma(j)}$, with $\sigma$ a permutation and $s_j=\pm1$. There are $6\cdot 8=48$ such matrices. Write
$$t=\operatorname{tr} g,\qquad d=\det g,\qquad p=\sum_i g_{ii}^2 .$$

**Displacements.** The operation moves atoms by a permutation matrix $P(g)$ and turns each displacement vector by $g$, so it acts on $\mathbb R^{21}$ as $P(g)\otimes g$. The trace is $\operatorname{tr}P(g)\,\operatorname{tr}g=\mathrm{fix}(g)\,t$, where $\mathrm{fix}(g)$ counts the unmoved atoms. Sulfur never moves, and the two fluorines at $\pm e_i$ both stay in place when $g_{ii}=1$ and both move otherwise. If $n_\pm$ diagonal entries equal $\pm1$, then $p=n_++n_-$ and $t=n_+-n_-$, hence
$$\mathrm{fix}(g)=1+2n_+=1+p+t .$$

**Translations and rotations.** A common displacement $u$ becomes $gu$, with character $t$. A rotation displaces the atom at $r$ by $\omega\times r$. Since $g$ is orthogonal, $g(\omega\times g^{-1}r)=d\,(g\omega)\times r$, with character $d\,t$.

**The symmetry species.** $A_{1g}$ has character 1 and $T_{1u}$ is $g$ itself. The squares $x^2,y^2,z^2$ are permuted with trace $p$; removing their invariant sum leaves $E_g$, with trace $p-1$. $T_{2g}$ acts on $yz,zx,xy$, and $T_{2u}$ is $d$ times $T_{2g}$. The trace of $T_{2g}$ follows from the three types of $\sigma$, where a swap exchanges axes $i,j$ and fixes $k$:

| $\sigma$ | $t$ | $d$ | $p$ | trace of $T_{2g}$ |
|---|---|---|---|---|
| identity | $s_0+s_1+s_2$ | $s_0s_1s_2$ | 3 | $s_0s_1+s_1s_2+s_2s_0$ |
| swap (3) | $s_k$ | $-s_0s_1s_2$ | 1 | $s_is_j$ |
| 3-cycle (2) | 0 | $s_0s_1s_2$ | 0 | 0 |

In every row the last column equals $d\,t(p-2)$. Because $d^2=1$, the trace of $T_{2u}$ is $t(p-2)$. The same rows give
$$t^2=p+d\,t(p-1):$$
for the identity both sides are $3+2(s_0s_1+s_1s_2+s_2s_0)$, for a swap both are 1, and for a 3-cycle both are 0.

**The decomposition.** Therefore
$$\begin{aligned}\mathrm{fix}(g)\,t-t-d\,t&=pt+t^2-d\,t=p+pt+d\,t(p-2)\\&=1+(p-1)+d\,t(p-2)+2t+t(p-2).\end{aligned}$$

**Multiplicities.** Summed over the eight sign choices, a product of two sign monomials gives 8 if they are equal and 0 otherwise. The squared norms are thus $8(1+3+2)$ for $A_{1g}$, $8(4+0+2)$ for $E_g$ and $8(3+3)$ for each of the other three, all equal to 48. Two cross sums cancel between rows: $8(2+0-2)=0$ for $A_{1g}$ with $E_g$, and $8(3-3)=0$ for $T_{1u}$ with $T_{2u}$. The remaining pairs share no monomial. Projecting the vibrational character then returns the multiplicities $1,1,1,2,1$.

## The molecule and its representations in Lean

```lean
import Mathlib

open Matrix
open scoped Kronecker

namespace OctahedralSF6

/-- Integer 3x3 matrices, acting on Cartesian vectors. -/
abbrev Mat3 := Matrix (Fin 3) (Fin 3) ℤ
```

All entries are integers, so every trace is exact. Axes 0, 1, 2 stand for $x,y,z$, and `ℤˣ` is the set $\{1,-1\}$.

```lean
/-- The signed permutation matrix sending the axis vector `e_j` to `s j` times `e_(σ j)`. -/
def signedPerm (σ : Equiv.Perm (Fin 3)) (s : Fin 3 → ℤˣ) : Mat3 :=
  Matrix.of fun i j => if i = σ j then (s j : ℤ) else 0

/-- Labels of the seven atoms: `none` is sulfur, `some (k, ε)` is the fluorine on the
half-axis `ε e_k`. -/
abbrev Site := Option (Fin 3 × ℤˣ)

/-- Positions of the atoms, in units of the S-F bond length. -/
def position : Site → Fin 3 → ℤ
  | none => fun _ => 0
  | some (k, ε) => fun i => if i = k then (ε : ℤ) else 0
```

The atoms are labels with actual coordinates. The octahedral equilibrium geometry is put in here; masses and force constants do not enter.

```lean
/-- The matrix recording which atom is carried to which site by `M`. -/
def sitePerm (M : Mat3) : Matrix Site Site ℤ :=
  Matrix.of fun a b => if position a = M *ᵥ position b then 1 else 0

/-- The action on the 21 atomic displacements: atoms are moved and their displacement
vectors are transformed by `M`. -/
def displacement (M : Mat3) : Matrix (Site × Fin 3) (Site × Fin 3) ℤ :=
  sitePerm M ⊗ₖ M

/-- The number of atoms left in place by `M`. -/
def fixedSites (M : Mat3) : ℕ :=
  (Finset.univ.filter fun a : Site => M *ᵥ position a = position a).card
```

The entry of `sitePerm M` in row `a`, column `b` is 1 when the atom at `b` is carried to site `a`. The Kronecker product `⊗ₖ` combines this with the action on vectors.

```lean
/-- The sum of the squared diagonal entries. -/
def diagSq (M : Mat3) : ℤ := ∑ i, M i i ^ 2

/-- Eg: the action on the combinations `x² - z²` and `y² - z²`. -/
def Eg (M : Mat3) : Matrix (Fin 2) (Fin 2) ℤ :=
  Matrix.of fun i j => M i.castSucc j.castSucc ^ 2 - M i.castSucc 2 ^ 2

/-- T2g: the action on the products `yz`, `zx`, `xy`. -/
def T2g (M : Mat3) : Mat3 :=
  Matrix.of fun i j =>
    M (i + 1) (j + 1) * M (i + 2) (j + 2) + M (i + 1) (j + 2) * M (i + 2) (j + 1)

/-- T2u: the T2g matrix multiplied by the determinant. -/
def T2u (M : Mat3) : Mat3 := M.det • T2g M
```

The indices in `T2g` are cyclic, so positions 0, 1, 2 label $yz,zx,xy$. In `Eg`, `castSucc` places the indices 0 and 1 among the three axes.

```lean
/-- The characters of A1g, Eg, T2g, T1u and T2u, in this order. -/
def irrepChar (M : Mat3) : Fin 5 → ℤ :=
  ![1, (Eg M).trace, (T2g M).trace, M.trace, (T2u M).trace]

/-- The vibrational character: all displacements, less translations (a polar vector)
and rotations (an axial vector). -/
def vibChar (M : Mat3) : ℤ :=
  (displacement M).trace - M.trace - (M.det • M).trace
```

`vibChar` subtracts the polar and axial vector characters by definition. The argument that these belong to translations and rotations is the one given above; the corresponding subspaces of $\mathbb R^{21}$ are not constructed.

## Composition of operations

```lean
/-- The product of two signed permutation matrices is a signed permutation matrix. -/
theorem signedPerm_mul (σ τ : Equiv.Perm (Fin 3)) (s r : Fin 3 → ℤˣ) :
    signedPerm σ s * signedPerm τ r = signedPerm (σ * τ) (fun j => s (τ j) * r j) := by
  ext i j
  simp only [signedPerm, Matrix.mul_apply, Matrix.of_apply]
  rw [Finset.sum_eq_single (τ j)]
  · by_cases h : i = σ (τ j) <;> simp [h]
  · intro k _ hk
    simp [hk]
  · simp
```

In the matrix product only the intermediate axis `τ j` contributes, which gives the composed permutation and the product of the signs.

```lean
/-- There are exactly 48 signed permutation matrices. -/
theorem signedPerm_card :
    (Finset.univ.image fun x : Equiv.Perm (Fin 3) × (Fin 3 → ℤˣ) =>
      signedPerm x.1 x.2).card = 48 := by
  decide +kernel
```

Here `decide +kernel` evaluates a finite statement completely. The 48 pairs $(\sigma,s)$ give 48 different matrices, so a sum over pairs counts each operation once.

```lean
/-- Performing two operations in succession multiplies their displacement matrices. -/
theorem displacement_mul (M : Mat3) (σ : Equiv.Perm (Fin 3)) (s : Fin 3 → ℤˣ) :
    displacement (M * signedPerm σ s) = displacement M * displacement (signedPerm σ s) := by
  -- every atom lands on a site, and different sites are different points
  have closed : ∀ (σ : Equiv.Perm (Fin 3)) (s : Fin 3 → ℤˣ) (c : Site),
      ∃ b : Site, position b = signedPerm σ s *ᵥ position c := by decide +kernel
  have inj : ∀ a b : Site, position a = position b → a = b := by decide +kernel
  have key : sitePerm (M * signedPerm σ s) = sitePerm M * sitePerm (signedPerm σ s) := by
    ext a c
    obtain ⟨b, hb⟩ := closed σ s c
    simp only [sitePerm, Matrix.mul_apply, Matrix.of_apply]
    rw [Finset.sum_eq_single b]
    · rw [← Matrix.mulVec_mulVec, ← hb]
      simp
    · intro b' _ hne
      have h : position b' ≠ signedPerm σ s *ᵥ position c :=
        fun h => hne (inj _ _ (h.trans hb.symm))
      simp [h]
    · simp
  rw [displacement, key, Matrix.mul_kronecker_mul]
  rfl
```

The facts `closed` and `inj` say that each atom lands on a site and that distinct labels are distinct points. The sum over intermediate sites therefore has one nonzero term, and the product rule for Kronecker products finishes the argument.

```lean
/-- The Eg, T2g and T2u matrices respect the composition of symmetry operations. -/
theorem irreps_mul (M : Mat3) (σ : Equiv.Perm (Fin 3)) (s : Fin 3 → ℤˣ) :
    Eg (M * signedPerm σ s) = Eg M * Eg (signedPerm σ s) ∧
    T2g (M * signedPerm σ s) = T2g M * T2g (signedPerm σ s) ∧
    T2u (M * signedPerm σ s) = T2u M * T2u (signedPerm σ s) := by
  -- each column and each row has a single nonzero entry
  have col : ∀ (σ : Equiv.Perm (Fin 3)) (s : Fin 3 → ℤˣ) (j : Fin 3),
      signedPerm σ s 0 j * signedPerm σ s 1 j = 0 ∧
      signedPerm σ s 0 j * signedPerm σ s 2 j = 0 ∧
      signedPerm σ s 1 j * signedPerm σ s 2 j = 0 ∧
      signedPerm σ s 0 j ^ 2 + signedPerm σ s 1 j ^ 2 + signedPerm σ s 2 j ^ 2 = 1 := by
    decide +kernel
  have row : ∀ (σ : Equiv.Perm (Fin 3)) (s : Fin 3 → ℤˣ) (k j : Fin 3),
      signedPerm σ s k (j + 1) * signedPerm σ s k (j + 2) = 0 := by decide +kernel
  have hc := col σ s
  have hr := row σ s
  generalize signedPerm σ s = N at hc hr ⊢
  have hT : T2g (M * N) = T2g M * T2g N := by
    ext i j
    simp only [T2g, Matrix.mul_apply, Matrix.of_apply, Fin.sum_univ_three,
      show (0 : Fin 3) + 1 = 1 from rfl, show (0 : Fin 3) + 2 = 2 from rfl,
      show (1 : Fin 3) + 1 = 2 from rfl, show (1 : Fin 3) + 2 = 0 from rfl,
      show (2 : Fin 3) + 1 = 0 from rfl, show (2 : Fin 3) + 2 = 1 from rfl]
    linear_combination 2 * M (i + 1) 0 * M (i + 2) 0 * hr 0 j +
      2 * M (i + 1) 1 * M (i + 2) 1 * hr 1 j + 2 * M (i + 1) 2 * M (i + 2) 2 * hr 2 j
  refine ⟨?_, hT, ?_⟩
  · ext i j
    obtain ⟨a1, a2, a3, a4⟩ := hc j.castSucc
    obtain ⟨b1, b2, b3, b4⟩ := hc 2
    simp only [Eg, Matrix.mul_apply, Matrix.of_apply, Fin.sum_univ_three, Fin.sum_univ_two,
      show (0 : Fin 2).castSucc = (0 : Fin 3) from rfl,
      show (1 : Fin 2).castSucc = (1 : Fin 3) from rfl]
    generalize i.castSucc = k
    linear_combination 2 * M k 0 * M k 1 * (a1 - b1) + 2 * M k 0 * M k 2 * (a2 - b2) +
      2 * M k 1 * M k 2 * (a3 - b3) + M k 2 ^ 2 * (a4 - b4)
  · simp only [T2u, Matrix.det_mul, hT, Matrix.smul_mul, Matrix.mul_smul, smul_smul]
    rw [mul_comm M.det N.det]
```

For `Eg`, expanding the square of an entry of $MN$ produces cross terms, which vanish because a column of $N$ has only one nonzero entry. The squares in each column of $N$ also sum to 1, which removes the remaining terms left by subtracting $z^2$. For `T2g` the unwanted terms contain two entries from the same row of $N$ and vanish likewise. `linear_combination` checks this bookkeeping as a polynomial identity. The rule for `T2u` follows from multiplicativity of the determinant.

## Traces and the decomposition

```lean
/-- The trace over all displacements is the number of unmoved atoms times the trace of `M`. -/
theorem trace_displacement (M : Mat3) :
    (displacement M).trace = fixedSites M * M.trace := by
  have h : (sitePerm M).trace = fixedSites M := by
    simp [Matrix.trace, sitePerm, fixedSites, Finset.sum_boole, eq_comm]
  rw [displacement, Matrix.trace_kronecker, h]
```

This factorisation holds for any integer matrix. The next formulas need a signed permutation.

```lean
/-- The number of unmoved atoms is one plus the sum of squared diagonal entries plus the
trace. -/
theorem fixedSites_eq (σ : Equiv.Perm (Fin 3)) (s : Fin 3 → ℤˣ) :
    (fixedSites (signedPerm σ s) : ℤ) =
      1 + diagSq (signedPerm σ s) + (signedPerm σ s).trace := by
  revert σ s
  decide +kernel

/-- The characters of Eg, T2g and T2u in terms of the trace, the determinant and the sum of
squared diagonal entries. -/
theorem irrep_traces (σ : Equiv.Perm (Fin 3)) (s : Fin 3 → ℤˣ) :
    let g := signedPerm σ s
    (Eg g).trace = diagSq g - 1 ∧
    (T2g g).trace = g.det * g.trace * (diagSq g - 2) ∧
    (T2u g).trace = g.trace * (diagSq g - 2) := by
  intro g
  have h1 : (Eg g).trace = diagSq g - 1 := by
    revert σ s
    decide +kernel
  have h2 : (T2g g).trace = g.det * g.trace * (diagSq g - 2) := by
    rw [Matrix.det_fin_three]
    revert σ s
    decide +kernel
  have h3 : g.det * g.det = 1 := by
    rw [Matrix.det_fin_three]
    revert σ s
    decide +kernel
  refine ⟨h1, h2, ?_⟩
  rw [T2u, Matrix.trace_smul, smul_eq_mul, h2]
  linear_combination g.trace * (diagSq g - 2) * h3
```

The first two traces are checked on all 48 operations, with the determinant expanded explicitly. The third follows from $d^2=1$.

```lean
/-- The vibrational character of SF6 is that of A1g + Eg + T2g + 2 T1u + T2u, given both by
the closed formula and by the traces of the explicit matrices. -/
theorem vibrational_decomposition (σ : Equiv.Perm (Fin 3)) (s : Fin 3 → ℤˣ) :
    let g := signedPerm σ s
    let t := g.trace
    let d := g.det
    let p := diagSq g
    fixedSites g * t - t - d * t =
      1 + (p - 1) + d * t * (p - 2) + 2 * t + t * (p - 2) ∧
    vibChar g = 1 + (Eg g).trace + (T2g g).trace + 2 * g.trace + (T2u g).trace := by
  intro g t d p
  -- the relation special to signed permutations
  have key : t ^ 2 = p + d * t * (p - 1) := by
    change g.trace ^ 2 = diagSq g + g.det * g.trace * (diagSq g - 1)
    rw [Matrix.det_fin_three]
    revert σ s
    decide +kernel
  have hf : (fixedSites g : ℤ) = 1 + p + t := fixedSites_eq σ s
  have main : fixedSites g * t - t - d * t =
      1 + (p - 1) + d * t * (p - 2) + 2 * t + t * (p - 2) := by
    linear_combination t * hf + key
  obtain ⟨h1, h2, h3⟩ := irrep_traces σ s
  refine ⟨main, ?_⟩
  rw [vibChar, trace_displacement, Matrix.trace_smul, smul_eq_mul, h1, h2, h3]
  exact main
```

The theorem states the decomposition twice, for every operation: as the formula in $t,d,p$, and as an equality between `vibChar` and traces of explicit matrices. In the proof, `key` is the identity for $t^2$, and `linear_combination t * hf + key` is the algebra of the displayed derivation.

The restriction to signed permutations matters. The shear that sends $e_1$ to $e_0+e_1$ and keeps $e_0$ and $e_2$ has $t=3$, $d=1$, $p=3$ and leaves five sites fixed. In both equalities the left side is then $15-3-3=9$ and the right side $1+2+3+6+3=15$.

## Projection onto the symmetry species

```lean
/-- The five characters are orthogonal over the 48 operations, each with squared norm 48. -/
theorem irrepChar_orthogonal (a b : Fin 5) :
    ∑ σ : Equiv.Perm (Fin 3), ∑ s : Fin 3 → ℤˣ,
      irrepChar (signedPerm σ s) a * irrepChar (signedPerm σ s) b =
        if a = b then 48 else 0 := by
  have h : ∀ (σ : Equiv.Perm (Fin 3)) (s : Fin 3 → ℤˣ), irrepChar (signedPerm σ s) =
      ![1, diagSq (signedPerm σ s) - 1, (T2g (signedPerm σ s)).trace,
        (signedPerm σ s).trace,
        (signedPerm σ s).trace * (diagSq (signedPerm σ s) - 2)] := by
    intro σ s
    obtain ⟨h1, _, h3⟩ := irrep_traces σ s
    rw [irrepChar, h1, h3]
  simp only [h]
  clear h
  revert a b
  decide +kernel
```

The proof rewrites the characters in a form that is quick to evaluate and then computes all 25 sums. By the usual character theory, squared norm 48 in a group of order 48 means that each representation is irreducible.

```lean
/-- Projecting the vibrational character on A1g, Eg, T2g, T1u and T2u gives the
multiplicities 1, 1, 1, 2, 1. -/
theorem vibrational_multiplicities (a : Fin 5) :
    ∑ σ : Equiv.Perm (Fin 3), ∑ s : Fin 3 → ℤˣ,
      irrepChar (signedPerm σ s) a * vibChar (signedPerm σ s) =
        48 * (![1, 1, 1, 2, 1] : Fin 5 → ℤ) a := by
  have h : ∀ (σ : Equiv.Perm (Fin 3)) (s : Fin 3 → ℤˣ),
      irrepChar (signedPerm σ s) a * vibChar (signedPerm σ s) =
        irrepChar (signedPerm σ s) a * irrepChar (signedPerm σ s) 0 +
        irrepChar (signedPerm σ s) a * irrepChar (signedPerm σ s) 1 +
        irrepChar (signedPerm σ s) a * irrepChar (signedPerm σ s) 2 +
        2 * (irrepChar (signedPerm σ s) a * irrepChar (signedPerm σ s) 3) +
        irrepChar (signedPerm σ s) a * irrepChar (signedPerm σ s) 4 := by
    intro σ s
    have e : vibChar (signedPerm σ s) =
        irrepChar (signedPerm σ s) 0 + irrepChar (signedPerm σ s) 1 +
        irrepChar (signedPerm σ s) 2 + 2 * irrepChar (signedPerm σ s) 3 +
        irrepChar (signedPerm σ s) 4 := (vibrational_decomposition σ s).2
    rw [e]
    ring
  -- orthogonality picks out one term of the decomposition
  simp only [h, Finset.sum_add_distrib, ← Finset.mul_sum, irrepChar_orthogonal]
  clear h
  revert a
  decide +kernel

end OctahedralSF6
```

The index `a` runs through $A_{1g},E_g,T_{2g},T_{1u},T_{2u}$. The proof inserts the decomposition, and orthogonality removes all terms but one. Dividing by 48 gives the multiplicities.

```lean
#print axioms OctahedralSF6.signedPerm_card
#print axioms OctahedralSF6.displacement_mul
#print axioms OctahedralSF6.irreps_mul
#print axioms OctahedralSF6.vibrational_multiplicities
```

```
'OctahedralSF6.signedPerm_card' depends on axioms: [propext, Classical.choice, Quot.sound]
'OctahedralSF6.displacement_mul' depends on axioms: [propext, Classical.choice, Quot.sound]
'OctahedralSF6.irreps_mul' depends on axioms: [propext, Classical.choice, Quot.sound]
'OctahedralSF6.vibrational_multiplicities' depends on axioms: [propext, Classical.choice, Quot.sound]
```

A symmetry-analysis program can perform the same projection: for each operation it multiplies the number of unmoved atoms by the trace, subtracts the translational and rotational characters, and averages the result against a character table. For a harmonic frequency calculation on SF₆ at an octahedral geometry, the multiplicities predict one single value, one pair and four triples, barring accidental coincidences. A triple split by more than rounding and convergence errors indicates that something in the calculation has broken the symmetry, for example the geometry, unequal fluorine masses, the electronic solution or an integration grid that lacks the octahedral symmetry.
